# In three dimensions, the free Dirac Hamiltonian with mass needs matrices of even size, at least four

## Momentum, mass and four unknown matrices

A free relativistic particle has $E^2=p^2+m^2$ in units with $\hbar=c=1$. Dirac's Hamiltonian is linear in momentum and mass,

$$H(p,m)=p_0\alpha_0+p_1\alpha_1+p_2\alpha_2+m\beta ,$$

with constant complex $n\times n$ matrices, $n\ge1$. Components are numbered from 0, as in the code; textbooks, and the code's comments, write $\alpha_1,\alpha_2,\alpha_3$. Put $\Gamma_a=\alpha_a$ for $a=0,1,2$ and $\Gamma_3=\beta$; these are not the covariant $\gamma^\mu$.

Suppose $H(p,m)^2=(p^2+m^2)\mathbf 1$ for all real $p$ and $m$. Then the $\Gamma_a$ square to $\mathbf 1$, anticommute pairwise, are traceless and have spectrum $\{1,-1\}$. Moreover, $n$ is even and at least 4, and $n=4$ occurs. The full condition, not proved here, is that $n$ is a multiple of 4; so $n=6$ is impossible too. The same matrices enter the Dirac Hamiltonian of an electron in an external potential, which acts on the four-component spinors of relativistic electronic structure.

## From the dispersion relation to the dimension

**Squares and anticommutators.** Let $A,B$ be two different $\Gamma_a$, and set the other two parameters to zero:

$$(xA+yB)^2=(x^2+y^2)\mathbf 1 .$$

The choices $(x,y)=(1,0)$ and $(0,1)$ give $A^2=B^2=\mathbf 1$. The choice $(1,1)$ gives $AB+BA=2\cdot\mathbf 1-A^2-B^2=0$.

**Traces.** By cyclicity, $\operatorname{tr}AB=-\operatorname{tr}BA=-\operatorname{tr}AB$, so $\operatorname{tr}AB=0$. Also $(AB)B=-(BA)B=-B(AB)$, so $AB$ anticommutes with $B$. The same argument gives $0=\operatorname{tr}(ABB)=\operatorname{tr}A$.

**Spectrum.** Since $A^2=\mathbf 1$,

$$(\mu\mathbf 1-A)(\mu\mathbf 1+A)=(\mu^2-1)\mathbf 1 .$$

If $\mu^2\ne1$, then $\mu\mathbf 1-A$ is invertible. If $\mu=\pm1$, the product vanishes; were $\mu\mathbf 1-A$ invertible, then $A=-\mu\mathbf 1$, with trace $-\mu n\ne0$, a contradiction.

**Parity.** Determinants of $AB=-BA$ give $\det A\det B=(-1)^n\det A\det B$. Both determinants square to 1, hence are nonzero, so $(-1)^n=1$.

**Lower bound.** Let $v_i$ run over $\mathbf 1,\Gamma_0,\dots,\Gamma_3$. Then $\operatorname{tr}(v_iv_j)=n\delta_{ij}$. If $\sum_i c_iv_i=0$, multiplying by $v_j$ and taking the trace gives $nc_j=0$. The five matrices are therefore independent in a space of dimension $n^2$, so $5\le n^2$. This excludes $n=2$, and evenness leaves $n\ge4$.

**Attainment.** In $2\times2$ blocks, the standard matrices give

$$H=\begin{pmatrix}m&S\\S&-m\end{pmatrix},\qquad S=\begin{pmatrix}p_2&p_0-ip_1\\p_0+ip_1&-p_2\end{pmatrix}.$$

Direct multiplication gives $S^2=p^2\mathbf 1$. The off-diagonal blocks of $H^2$ are $\pm(mS-Sm)=0$ and the diagonal ones are $m^2\mathbf 1+S^2$, as required.

## The dispersion relation as a hypothesis

In Lean 4 with Mathlib:

```lean
import Mathlib

open Matrix

namespace DiracMatrixDimension

noncomputable section

variable {n : ℕ}
```

The Hamiltonian is a matrix-valued function of real numbers. Hermiticity is not assumed.

```lean
/-- The free Dirac Hamiltonian `α·p + m β` for real momentum `p` and real mass `m`. -/
def hamiltonian (α : Fin 3 → Matrix (Fin n) (Fin n) ℂ) (β : Matrix (Fin n) (Fin n) ℂ)
    (p : Fin 3 → ℝ) (m : ℝ) : Matrix (Fin n) (Fin n) ℂ :=
  (p 0 : ℂ) • α 0 + (p 1 : ℂ) • α 1 + (p 2 : ℂ) • α 2 + (m : ℂ) • β
```

`HasDispersion` is the physical input: every plane wave obeys the relativistic energy–momentum relation, whatever its mass. Passing from the momentum operator to the numbers $p_i$, by acting on plane waves, is the step left to the reader. Requiring it for all $p$ at one fixed nonzero mass would be equivalent: $H(\lambda p,\lambda m)=\lambda H(p,m)$ carries the relation to every other nonzero mass, and continuity carries it to $m=0$. If the relation were required only at $m=0$, $\beta$ would drop out and the Pauli matrices would satisfy it with $n=2$.

```lean
/-- The relativistic dispersion relation: the Hamiltonian squares to `p² + m²` for all real
momenta and masses. -/
def HasDispersion (α : Fin 3 → Matrix (Fin n) (Fin n) ℂ)
    (β : Matrix (Fin n) (Fin n) ℂ) : Prop :=
  ∀ (p : Fin 3 → ℝ) (m : ℝ), hamiltonian α β p m * hamiltonian α β p m =
    ((p 0 ^ 2 + p 1 ^ 2 + p 2 ^ 2 + m ^ 2 : ℝ) : ℂ) • 1
```

The list `coeffs α β` is $\Gamma_0,\dots,\Gamma_3$.

```lean
/-- The four coefficient matrices `α₁, α₂, α₃, β` in one list. -/
def coeffs (α : Fin 3 → Matrix (Fin n) (Fin n) ℂ) (β : Matrix (Fin n) (Fin n) ℂ) :
    Fin 4 → Matrix (Fin n) (Fin n) ℂ :=
  ![α 0, α 1, α 2, β]
```

## The algebra extracted from the square

`polarization` evaluates its hypothesis at the three points used above; `hc` isolates the cross terms.

```lean
/-- If `(x A + y B)² = x² + y²` for all real `x` and `y`, then `A` and `B` square to one and
anticommute. -/
theorem polarization {A B : Matrix (Fin n) (Fin n) ℂ}
    (h : ∀ x y : ℝ, ((x : ℂ) • A + (y : ℂ) • B) * ((x : ℂ) • A + (y : ℂ) • B) =
      ((x ^ 2 + y ^ 2 : ℝ) : ℂ) • 1) :
    A * A = 1 ∧ B * B = 1 ∧ A * B = -(B * A) := by
  have hA : A * A = 1 := by simpa using h 1 0
  have hB : B * B = 1 := by simpa using h 0 1
  have hs : (A + B) * (A + B) = 1 + 1 := by
    have e := h 1 1
    have c : ((1 ^ 2 + 1 ^ 2 : ℝ) : ℂ) = 1 + 1 := by norm_num
    rw [c, add_smul, one_smul] at e
    simpa only [Complex.ofReal_one, one_smul] using e
  -- the cross terms are what remains of the square of the sum
  have hc : A * B + B * A = (A + B) * (A + B) - A * A - B * B := by noncomm_ring
  rw [hs, hA, hB] at hc
  exact ⟨hA, hB, eq_neg_of_add_eq_zero_left (hc.trans (by abel))⟩
```

Next, each of the six pairs of matrices is fed to `polarization`, and `fin_cases` collects the results for all indices.

```lean
/-- The dispersion relation forces the four coefficient matrices to square to one and to
anticommute pairwise. -/
theorem clifford_of_dispersion {α : Fin 3 → Matrix (Fin n) (Fin n) ℂ}
    {β : Matrix (Fin n) (Fin n) ℂ} (h : HasDispersion α β) :
    (∀ a, coeffs α β a * coeffs α β a = 1) ∧
    ∀ a b, a ≠ b → coeffs α β a * coeffs α β b = -(coeffs α β b * coeffs α β a) := by
  -- switch on two of the four parameters at a time
  obtain ⟨s0, s1, h01⟩ := polarization (A := α 0) (B := α 1)
    (fun x y => by simpa [hamiltonian] using h ![x, y, 0] 0)
  obtain ⟨-, s2, h02⟩ := polarization (A := α 0) (B := α 2)
    (fun x y => by simpa [hamiltonian] using h ![x, 0, y] 0)
  obtain ⟨-, -, h12⟩ := polarization (A := α 1) (B := α 2)
    (fun x y => by simpa [hamiltonian] using h ![0, x, y] 0)
  obtain ⟨-, s3, h03⟩ := polarization (A := α 0) (B := β)
    (fun x y => by simpa [hamiltonian] using h ![x, 0, 0] y)
  obtain ⟨-, -, h13⟩ := polarization (A := α 1) (B := β)
    (fun x y => by simpa [hamiltonian] using h ![0, x, 0] y)
  obtain ⟨-, -, h23⟩ := polarization (A := α 2) (B := β)
    (fun x y => by simpa [hamiltonian] using h ![0, 0, x] y)
  have key : ∀ a b, a = b ∨
      coeffs α β a * coeffs α β b = -(coeffs α β b * coeffs α β a) := by
    intro a b
    fin_cases a <;> fin_cases b <;> simp [coeffs, h01, h02, h12, h03, h13, h23]
  refine ⟨fun a => ?_, fun a b hab => (key a b).resolve_left hab⟩
  fin_cases a <;> simp [coeffs, s0, s1, s2, s3]
```

## Trace, spectrum and parity

The two trace lemmas follow the cyclicity argument, the second applying the first to $AB$ and $B$.

```lean
/-- The product of two anticommuting matrices has zero trace. -/
theorem trace_mul_of_anticomm {A B : Matrix (Fin n) (Fin n) ℂ} (h : A * B = -(B * A)) :
    Matrix.trace (A * B) = 0 := by
  have t := congrArg Matrix.trace h
  rw [Matrix.trace_neg, Matrix.trace_mul_comm B A] at t
  linear_combination t / 2

/-- A matrix that anticommutes with some matrix of square one is traceless. -/
theorem traceless_of_anticomm {A B : Matrix (Fin n) (Fin n) ℂ} (hB : B * B = 1)
    (h : A * B = -(B * A)) : Matrix.trace A = 0 := by
  have h' : (A * B) * B = -(B * (A * B)) := by
    rw [← mul_assoc B A B, ← neg_mul, ← h]
  have t := trace_mul_of_anticomm h'
  rwa [mul_assoc, hB, mul_one] at t
```

`spectrum ℂ A` is the set of $\mu$ for which $\mu\mathbf 1-A$ is not invertible, here the set of eigenvalues without multiplicities. The factorisation is `f`; its two uses are the two directions of the proof.

```lean
/-- In nonzero dimension, a traceless matrix of square one has exactly the eigenvalues
`1` and `-1`. -/
theorem spectrum_of_traceless_involution (hn : 0 < n) {A : Matrix (Fin n) (Fin n) ℂ}
    (hA : A * A = 1) (ht : Matrix.trace A = 0) : spectrum ℂ A = {1, -1} := by
  ext μ
  rw [spectrum.mem_iff, Algebra.algebraMap_eq_smul_one]
  simp only [Set.mem_insert_iff, Set.mem_singleton_iff]
  have f : (μ • 1 - A) * (μ • 1 + A) = (μ ^ 2 - 1) • (1 : Matrix (Fin n) (Fin n) ℂ) := by
    simp only [sub_mul, mul_add, smul_mul_assoc, mul_smul_comm, one_mul, mul_one, hA]
    module
  constructor
  · -- away from `±1` the factorisation gives an explicit resolvent
    intro hu
    by_contra hμ
    have hne : μ ^ 2 - 1 ≠ 0 := by
      intro h0
      have h1 : (μ - 1) * (μ + 1) = 0 := by linear_combination h0
      rcases mul_eq_zero.mp h1 with h2 | h2
      · exact hμ (Or.inl (sub_eq_zero.mp h2))
      · exact hμ (Or.inr (eq_neg_of_add_eq_zero_left h2))
    have hinv : (μ • 1 - A) * ((μ ^ 2 - 1)⁻¹ • (μ • 1 + A)) = 1 := by
      rw [mul_smul_comm, f, smul_smul, inv_mul_cancel₀ hne, one_smul]
    exact hu ⟨⟨_, _, hinv, mul_eq_one_comm.mp hinv⟩, rfl⟩
  · -- a missing eigenvalue would make `A` a multiple of the identity
    intro hμ hu
    have h1 : μ ^ 2 - 1 = 0 := by
      rcases hμ with h | h <;> rw [h] <;> norm_num
    rw [h1, zero_smul] at f
    have t := congrArg Matrix.trace (hu.mul_right_eq_zero.mp f)
    simp only [Matrix.trace_add, Matrix.trace_smul, Matrix.trace_one, ht, Fintype.card_fin,
      smul_eq_mul, add_zero, Matrix.trace_zero] at t
    rcases mul_eq_zero.mp t with h | h
    · rw [h] at h1
      norm_num at h1
    · exact hn.ne' (by exact_mod_cast h)
```

For parity, an odd $n$ would force $\det A\det B=0$, against the squares `a` and `b`.

```lean
/-- Two anticommuting matrices of square one exist only in even dimension. -/
theorem even_of_anticomm {A B : Matrix (Fin n) (Fin n) ℂ} (hA : A * A = 1) (hB : B * B = 1)
    (h : A * B = -(B * A)) : Even n := by
  by_contra ho
  rw [Nat.not_even_iff_odd] at ho
  have a : A.det * A.det = 1 := by rw [← Matrix.det_mul, hA, Matrix.det_one]
  have b : B.det * B.det = 1 := by rw [← Matrix.det_mul, hB, Matrix.det_one]
  have d := congrArg Matrix.det h
  rw [Matrix.det_mul, Matrix.det_neg, Matrix.det_mul, Fintype.card_fin,
    ho.neg_one_pow] at d
  have z : A.det * B.det = 0 := by linear_combination d / 2
  have : (1 : ℂ) = 0 := by
    linear_combination (A.det * B.det) * z - (B.det * B.det) * a - b
  exact one_ne_zero this
```

## Five independent matrices and the bound

The index type `Option (Fin 4)` adds one label, for the identity, to the four matrices. `orth` is the trace orthogonality, and `li` extracts each coefficient from a vanishing combination.

```lean
/-- In nonzero dimension `n`, four pairwise anticommuting matrices of square one are linearly
independent together with the identity, so that `5 ≤ n²`. -/
theorem five_le_sq (hn : 0 < n) {Γ : Fin 4 → Matrix (Fin n) (Fin n) ℂ}
    (hs : ∀ a, Γ a * Γ a = 1) (hac : ∀ a b, a ≠ b → Γ a * Γ b = -(Γ b * Γ a)) :
    LinearIndependent ℂ (fun o : Option (Fin 4) => o.elim 1 Γ) ∧ 5 ≤ n * n := by
  have tr : ∀ a, Matrix.trace (Γ a) = 0 := fun a => by
    obtain ⟨b, hb⟩ := exists_ne a
    exact traceless_of_anticomm (hs b) (hac a b hb.symm)
  let v : Option (Fin 4) → Matrix (Fin n) (Fin n) ℂ := fun o => o.elim 1 Γ
  have sq : ∀ i, v i * v i = 1 := by
    rintro (_ | a)
    · exact one_mul 1
    · exact hs a
  -- orthogonality under the trace pairing
  have orth : ∀ i j, i ≠ j → Matrix.trace (v i * v j) = 0 := by
    rintro (_ | a) (_ | b) hij
    · exact absurd rfl hij
    · change Matrix.trace (1 * Γ b) = 0
      rw [one_mul, tr]
    · change Matrix.trace (Γ a * 1) = 0
      rw [mul_one, tr]
    · exact trace_mul_of_anticomm (hac a b (fun e => hij (congrArg some e)))
  have li : LinearIndependent ℂ v := by
    refine Fintype.linearIndependent_iff.2 (fun g hg j => ?_)
    have t := congrArg (fun M => Matrix.trace (M * v j)) hg
    simp only [Finset.sum_mul, Matrix.trace_sum, smul_mul_assoc, Matrix.trace_smul,
      zero_mul, Matrix.trace_zero] at t
    have s : ∑ i, g i • Matrix.trace (v i * v j) = g j • Matrix.trace (v j * v j) :=
      Finset.sum_eq_single j (fun i _ hi => by rw [orth i j hi, smul_zero]) (by simp)
    rw [s, sq j, Matrix.trace_one, Fintype.card_fin, smul_eq_mul] at t
    exact (mul_eq_zero.mp t).resolve_right (by exact_mod_cast hn.ne')
  refine ⟨li, ?_⟩
  simpa [Module.finrank_matrix] using li.fintype_card_le_finrank
```

The main theorem assembles these results; `omega` reduces an even $n$ with $0<n<4$ to 2, which `five_le_sq` refutes. The statement does not settle which even sizes above four occur, or whether the matrices are unique up to a change of basis. In fact exactly the multiples of four occur, and for each such size the matrices are unique up to a change of basis; neither is proved here.

```lean
/-- In nonzero dimension `n`, the dispersion relation makes `α₁, α₂, α₃, β` pairwise
anticommuting, traceless and of square one, with spectrum `{1, -1}`; `n` is even and at
least four. -/
theorem dirac_matrices_dimension (hn : 0 < n) {α : Fin 3 → Matrix (Fin n) (Fin n) ℂ}
    {β : Matrix (Fin n) (Fin n) ℂ} (h : HasDispersion α β) :
    (∀ a, coeffs α β a * coeffs α β a = 1) ∧
    (∀ a b, a ≠ b → coeffs α β a * coeffs α β b = -(coeffs α β b * coeffs α β a)) ∧
    (∀ a, Matrix.trace (coeffs α β a) = 0 ∧ spectrum ℂ (coeffs α β a) = {1, -1}) ∧
    Even n ∧ 4 ≤ n := by
  obtain ⟨hs, hac⟩ := clifford_of_dispersion h
  have hev : Even n := even_of_anticomm (hs 0) (hs 1) (hac 0 1 (by decide))
  refine ⟨hs, hac, fun a => ?_, hev, ?_⟩
  · obtain ⟨b, hb⟩ := exists_ne a
    have ht := traceless_of_anticomm (hs b) (hac a b hb.symm)
    exact ⟨ht, spectrum_of_traceless_involution hn (hs a) ht⟩
  · -- the only nonzero even dimension below four is two, where `n² = 4 < 5`
    by_contra hlt
    obtain ⟨k, hk⟩ := hev
    have h2 : n = 2 := by omega
    have h5 := (five_le_sq hn hs hac).2
    rw [h2] at h5
    norm_num at h5
```

## Four components suffice

```lean
/-- The matrices `α₁, α₂, α₃` in the standard four-component representation. -/
def standardAlpha : Fin 3 → Matrix (Fin 4) (Fin 4) ℂ :=
  ![!![0, 0, 0, 1; 0, 0, 1, 0; 0, 1, 0, 0; 1, 0, 0, 0],
    !![0, 0, 0, -Complex.I; 0, 0, Complex.I, 0; 0, -Complex.I, 0, 0; Complex.I, 0, 0, 0],
    !![0, 0, 1, 0; 0, 0, 0, -1; 1, 0, 0, 0; 0, -1, 0, 0]]

/-- The matrix `β` in the standard four-component representation. -/
def standardBeta : Matrix (Fin 4) (Fin 4) ℂ :=
  !![1, 0, 0, 0; 0, 1, 0, 0; 0, 0, -1, 0; 0, 0, 0, -1]
```

The last theorem first computes the entries of $H$, as in the block form above, and then checks its square entry by entry.

```lean
/-- The standard four-component matrices satisfy the relativistic dispersion relation. -/
theorem standard_dispersion_witness : HasDispersion standardAlpha standardBeta := by
  intro p m
  have hH : hamiltonian standardAlpha standardBeta p m =
      !![(m : ℂ), 0, p 2, p 0 - p 1 * Complex.I;
         0, m, p 0 + p 1 * Complex.I, -p 2;
         p 2, p 0 - p 1 * Complex.I, -m, 0;
         p 0 + p 1 * Complex.I, -p 2, 0, -m] := by
    ext i j
    fin_cases i <;> fin_cases j <;>
      simp [hamiltonian, standardAlpha, standardBeta] <;> ring
  rw [hH]
  ext i j
  fin_cases i <;> fin_cases j <;>
    simp [Matrix.mul_apply, Fin.sum_univ_succ] <;> ring_nf <;>
    simp [Complex.I_sq]

end

end DiracMatrixDimension
```

```lean
#print axioms DiracMatrixDimension.dirac_matrices_dimension
```

```
'DiracMatrixDimension.dirac_matrices_dimension' depends on axioms: [propext, Classical.choice, Quot.sound]
```
